# The ground-state degeneracy of a spin-1/2 Heisenberg ferromagnet is the product of $N_c+1$ over its coupled clusters

Two spins 1/2 with $H=J(1-P_{12})$, where $P_{12}=\tfrac12+2\,\mathbf S_1\cdot\mathbf S_2$ (with $\hbar=1$) swaps the spins and $J>0$, have three zero-energy states, the triplet, and a singlet at $2J$. At $J=0$ the singlet joins them. For $N$ spins with $H=\sum_{i<j}J_{ij}(1-P_{ij})$ and all $J_{ij}\ge 0$, I expected only the $N+1$ states of total spin $N/2$ at the bottom. But with four sites and only $J_{12}$ and $J_{34}$ positive, I find nine ground states instead of five. Is my code wrong, and how many should I expect in general?

## Each cluster contributes its own multiplet

Nine is right: it is $3\cdot 3$, one triplet per pair. In general, join two sites when their coupling is positive, and let $N_c$ be the number of sites in component $c$ of this graph. The ground energy is $0$ and its degeneracy is $\prod_c(N_c+1)$.

**Energy.** Write a state as amplitudes $\psi(s)$ on up/down configurations $s$. Since $P_{ij}$ is Hermitian and $P_{ij}^2=1$, we have $(1-P_{ij})^2=2(1-P_{ij})$, so
$$\langle\psi,H\psi\rangle=\sum_{i<j}\frac{J_{ij}}{2}\sum_s|\psi(s)-(P_{ij}\psi)(s)|^2\ge 0 .$$
If $H\psi=0$, every term vanishes, so $P_{ij}\psi=\psi$ on each positive bond. Conversely, this invariance makes every term of $H\psi$ zero.

**Paths.** For distinct sites, $(u\,w)=(v\,w)(u\,v)(v\,w)$. Applied along a path, this extends the invariance to any two sites of one component.

**Counts.** Let $s$ and $t$ have the same number of up spins in every component. If they differ at $i$, equal counts supply a site $j$ in the same component with the opposite mismatch. Swapping $i$ and $j$ in $s$ removes both disagreements; repeating this gives $\psi(s)=\psi(t)$. Conversely, any function of the counts is invariant under swaps within components. The counts range independently over $0,\dots,N_c$, which gives the product.

**Disconnected graphs.** Split off one component of size $a\ge1$, leaving $b=N-a\ge1$ sites. Expanding the product over the rest gives at least $1+b$, so the degeneracy is at least $(a+1)(b+1)=N+1+ab>N+1$. A single multiplet of spin $N/2$ therefore requires a connected graph.

The sign of the couplings matters. For two spins with $J_{12}=-1$, the normalised singlet has energy $-2$. There are no positive bonds, so the formula would give $2\cdot2=4$, while the kernel is the three-dimensional triplet. With no sign condition, both positivity and the count can fail.

## What the Lean statements say

`State N` holds complex amplitudes, not necessarily normalised, with `true` for up. `swapOp` is $P_{ij}$, `hamiltonian J` is $H$, and `star ψ ⬝ᵥ hamiltonian J ψ` is $\langle\psi,H\psi\rangle$. The hypothesis `hJ` stands for ferromagnetic exchange, assumed and not derived from electrons; only entries with $i<j$ are used. `bondGraph J` is the graph of positive couplings, `size` gives $N_c$, and `ups` counts up spins.

`ferromagnet_kernel` states positivity and the kernel dimension. `kernel_large_of_disconnected` gives the strict inequality when some two sites have no path between them (`¬ (bondGraph J).Preconnected`). Spin operators are not defined in the file: writing $P_{ij}$ as $\tfrac12+2\,\mathbf S_i\cdot\mathbf S_j$ uses a standard identity, and reading $N+1$ as the spin-$N/2$ multiplet uses the usual identification with fully symmetric states.

If $H=\sum_{i<j}J_{ij}(1-P_{ij})$ with all $J_{ij}\ge 0$ is diagonalised exactly in the full $2^N$-dimensional space, the ground-state degeneracy to expect is $\prod_c(N_c+1)$.

```lean
import Mathlib

open Matrix Finset
open scoped Classical ComplexOrder

namespace FerromagnetComponents

noncomputable section

variable {N : ℕ}

/-- A state of `N` spins 1/2: a complex amplitude for each up/down configuration
(`true` is up). -/
abbrev State (N : ℕ) := (Fin N → Bool) → ℂ

/-- The operator `P_ij` that exchanges the spins at sites `i` and `j`. -/
def swapOp (i j : Fin N) : State N →ₗ[ℂ] State N :=
  LinearMap.funLeft ℂ ℂ (fun s : Fin N → Bool => s ∘ Equiv.swap i j)

/-- The exchange Hamiltonian `H = ∑_{i<j} J_ij (1 - P_ij)`. -/
def hamiltonian (J : Fin N → Fin N → ℝ) : State N →ₗ[ℂ] State N :=
  ∑ p : Fin N × Fin N with p.1 < p.2,
    (J p.1 p.2 : ℂ) • (LinearMap.id - swapOp p.1 p.2)

/-- The graph whose edges are the pairs of sites with positive coupling. -/
def bondGraph (J : Fin N → Fin N → ℝ) : SimpleGraph (Fin N) :=
  SimpleGraph.fromRel fun i j => i < j ∧ 0 < J i j

/-- The number of sites in a connected component. -/
def size (G : SimpleGraph (Fin N)) (c : G.ConnectedComponent) : ℕ :=
  (univ.filter fun i => G.connectedComponentMk i = c).card

/-- The number of up spins that a configuration has in a connected component. -/
def ups (G : SimpleGraph (Fin N)) (s : Fin N → Bool) (c : G.ConnectedComponent) : ℕ :=
  (univ.filter fun i => G.connectedComponentMk i = c ∧ s i = true).card

/-- The energy of one bond, `⟨ψ, (1 - P_ij) ψ⟩`, is half the squared norm of `ψ - P_ij ψ`. -/
theorem bond_energy (i j : Fin N) (ψ : State N) :
    star ψ ⬝ᵥ (ψ - swapOp i j ψ) =
      ((1 / 2 * ∑ s, ‖ψ s - swapOp i j ψ s‖ ^ 2 : ℝ) : ℂ) := by
  have hinv : Function.Involutive (fun s : Fin N → Bool => s ∘ Equiv.swap i j) := by
    intro s
    funext x
    simp
  -- relabelling the configurations exchanges the roles of `ψ` and `P_ij ψ`
  have h : ∑ s, star (ψ s) * (ψ s - swapOp i j ψ s) =
      ∑ s, star (swapOp i j ψ s) * (swapOp i j ψ s - ψ s) := by
    refine (Equiv.sum_comp (Function.Involutive.toPerm _ hinv)
      (fun s => star (ψ s) * (ψ s - swapOp i j ψ s))).symm.trans
      (sum_congr rfl fun s _ => ?_)
    have h1 : swapOp i j ψ (Function.Involutive.toPerm _ hinv s) = ψ s := by
      have h2 := congrArg ψ (hinv s)
      exact h2
    change star (ψ (Function.Involutive.toPerm _ hinv s)) *
      (ψ (Function.Involutive.toPerm _ hinv s) -
        swapOp i j ψ (Function.Involutive.toPerm _ hinv s)) = _
    rw [h1]
    rfl
  have key : ∀ s, ((‖ψ s - swapOp i j ψ s‖ ^ 2 : ℝ) : ℂ) =
      star (ψ s) * (ψ s - swapOp i j ψ s) +
        star (swapOp i j ψ s) * (swapOp i j ψ s - ψ s) := by
    intro s
    rw [Complex.sq_norm, Complex.normSq_eq_conj_mul_self, starRingEnd_apply, star_sub]
    ring
  rw [Complex.ofReal_mul, Complex.ofReal_sum, sum_congr rfl (fun s _ => key s),
    sum_add_distrib, ← h]
  simp only [dotProduct, Pi.star_apply, Pi.sub_apply]
  push_cast
  ring

/-- The energy `⟨ψ, H ψ⟩` is the sum over pairs of `J_ij / 2` times the squared norm of
`ψ - P_ij ψ`. -/
theorem energy_eq (J : Fin N → Fin N → ℝ) (ψ : State N) :
    star ψ ⬝ᵥ hamiltonian J ψ =
      ((∑ p : Fin N × Fin N with p.1 < p.2,
        J p.1 p.2 * (1 / 2 * ∑ s, ‖ψ s - swapOp p.1 p.2 ψ s‖ ^ 2) : ℝ) : ℂ) := by
  have hs : star ψ ⬝ᵥ hamiltonian J ψ = ∑ p : Fin N × Fin N with p.1 < p.2,
      (J p.1 p.2 : ℂ) * (star ψ ⬝ᵥ (ψ - swapOp p.1 p.2 ψ)) := by
    simp only [hamiltonian, LinearMap.sum_apply, LinearMap.smul_apply, LinearMap.sub_apply,
      LinearMap.id_apply, dotProduct, Finset.sum_apply, Pi.smul_apply, smul_eq_mul,
      Finset.mul_sum]
    rw [Finset.sum_comm]
    exact sum_congr rfl fun p _ => sum_congr rfl fun s _ => by ring
  rw [hs, Complex.ofReal_sum]
  refine sum_congr rfl fun p _ => ?_
  rw [bond_energy]
  exact (Complex.ofReal_mul _ _).symm

/-- For nonnegative couplings, `H ψ = 0` exactly when `ψ` is unchanged by the swap on every
bond of positive coupling. -/
theorem zero_energy_iff_bonds {J : Fin N → Fin N → ℝ} (hJ : ∀ i j, i < j → 0 ≤ J i j)
    (ψ : State N) :
    hamiltonian J ψ = 0 ↔ ∀ i j, (bondGraph J).Adj i j → swapOp i j ψ = ψ := by
  constructor
  · intro h
    have he := energy_eq J ψ
    rw [h, dotProduct_zero] at he
    have he' := Complex.ofReal_eq_zero.1 he.symm
    -- a vanishing sum of nonnegative bond energies vanishes term by term
    rw [Finset.sum_eq_zero_iff_of_nonneg (fun p hp =>
      mul_nonneg (hJ _ _ (mem_filter.1 hp).2) (by positivity))] at he'
    have key : ∀ i j, i < j → 0 < J i j → swapOp i j ψ = ψ := by
      intro i j hij hpos
      have h1 : J i j * (1 / 2 * ∑ s, ‖ψ s - swapOp i j ψ s‖ ^ 2) = 0 :=
        he' (i, j) (by simp [hij])
      have h2 : ∑ s, ‖ψ s - swapOp i j ψ s‖ ^ 2 = 0 := by
        rcases mul_eq_zero.1 h1 with h3 | h3
        · exact absurd h3 hpos.ne'
        · linarith
      funext s
      have h3 := (Finset.sum_eq_zero_iff_of_nonneg
        (fun s _ => sq_nonneg ‖ψ s - swapOp i j ψ s‖)).1 h2 s (mem_univ s)
      exact (sub_eq_zero.1 (norm_eq_zero.1 ((pow_eq_zero_iff two_ne_zero).1 h3))).symm
    intro i j hadj
    rcases ((SimpleGraph.fromRel_adj _ _ _).1 hadj).2 with h1 | h1
    · exact key i j h1.1 h1.2
    · have h2 := key j i h1.1 h1.2
      rwa [swapOp, Equiv.swap_comm] at h2
  · intro h
    simp only [hamiltonian, LinearMap.sum_apply, LinearMap.smul_apply, LinearMap.sub_apply,
      LinearMap.id_apply]
    refine Finset.sum_eq_zero fun p hp => ?_
    have hp' := (mem_filter.1 hp).2
    rcases (hJ _ _ hp').eq_or_lt with h0 | h0
    · rw [← h0, Complex.ofReal_zero, zero_smul]
    · rw [h p.1 p.2 ((SimpleGraph.fromRel_adj _ _ _).2 ⟨hp'.ne, Or.inl ⟨hp', h0⟩⟩),
        sub_self, smul_zero]

/-- A state unchanged by the swap on every edge of a graph is unchanged by the swap of any two
sites joined by a path. -/
theorem swap_of_reachable {G : SimpleGraph (Fin N)} {ψ : State N}
    (h : ∀ i j, G.Adj i j → swapOp i j ψ = ψ) {i j : Fin N} (hij : G.Reachable i j) :
    swapOp i j ψ = ψ := by
  obtain ⟨w⟩ := hij
  induction w with
  | nil =>
    funext s
    simp [swapOp, LinearMap.funLeft_apply]
  | @cons u v w hadj p ih =>
    by_cases huw : u = w
    · subst huw
      funext s
      simp [swapOp, LinearMap.funLeft_apply]
    · funext s
      -- the distant swap is a neighbour swap conjugated by a shorter one
      calc ψ (s ∘ Equiv.swap u w)
          = ψ (((s ∘ Equiv.swap v w) ∘ Equiv.swap u v) ∘ Equiv.swap v w) := by
            rw [Equiv.swap_comm u w, ← Equiv.swap_mul_swap_mul_swap hadj.ne huw]
            rfl
        _ = ψ ((s ∘ Equiv.swap v w) ∘ Equiv.swap u v) := congrFun ih _
        _ = ψ (s ∘ Equiv.swap v w) := congrFun (h u v hadj) _
        _ = ψ s := congrFun ih s

/-- Swapping two spins of the same component leaves the number of up spins in every component
unchanged. -/
theorem ups_swap {G : SimpleGraph (Fin N)} {i j : Fin N} (hij : G.Reachable i j)
    (s : Fin N → Bool) : ups G (s ∘ Equiv.swap i j) = ups G s := by
  have hc := SimpleGraph.ConnectedComponent.eq.2 hij
  have hm : ∀ x, G.connectedComponentMk (Equiv.swap i j x) = G.connectedComponentMk x := by
    intro x
    by_cases hi : x = i
    · rw [hi, Equiv.swap_apply_left, hc]
    · by_cases hj : x = j
      · rw [hj, Equiv.swap_apply_right, hc]
      · rw [Equiv.swap_apply_of_ne_of_ne hi hj]
  funext c
  refine Finset.card_equiv (Equiv.swap i j) fun x => ?_
  simp only [mem_filter, mem_univ, true_and, Function.comp_apply, hm]

lemma exists_partner {G : SimpleGraph (Fin N)} {s t : Fin N → Bool} (hst : ups G s = ups G t)
    {i : Fin N} (hs : s i = true) (ht : t i = false) :
    ∃ j, G.connectedComponentMk j = G.connectedComponentMk i ∧ s j = false ∧ t j = true := by
  by_contra hne
  have hsub : (univ.filter fun x => G.connectedComponentMk x = G.connectedComponentMk i ∧
      t x = true) ⊆ univ.filter fun x => G.connectedComponentMk x =
      G.connectedComponentMk i ∧ s x = true := by
    intro x hx
    simp only [mem_filter, mem_univ, true_and] at hx ⊢
    refine ⟨hx.1, ?_⟩
    by_contra hsx
    exact hne ⟨x, hx.1, Bool.eq_false_iff.2 hsx, hx.2⟩
  have heq := Finset.eq_of_subset_of_card_le hsub (congrFun hst _).le
  have hi : i ∈ univ.filter fun x => G.connectedComponentMk x = G.connectedComponentMk i ∧
      s x = true := by simp [hs]
  rw [← heq] at hi
  simp [ht] at hi

lemma eq_of_ups_eq {G : SimpleGraph (Fin N)} {ψ : State N}
    (h : ∀ i j, G.Reachable i j → swapOp i j ψ = ψ) (t : Fin N → Bool) (n : ℕ) :
    ∀ s, (univ.filter fun x => s x ≠ t x).card = n → ups G s = ups G t → ψ s = ψ t := by
  induction n using Nat.strong_induction_on with
  | _ n ih =>
    intro s hn hst
    by_cases heq : s = t
    · rw [heq]
    obtain ⟨i, hi⟩ := Function.ne_iff.1 heq
    obtain ⟨j, hj, hsj, htj⟩ : ∃ j, G.connectedComponentMk j = G.connectedComponentMk i ∧
        s j = t i ∧ t j = s i := by
      cases hs : s i <;> cases ht : t i
      · exact absurd (hs.trans ht.symm) hi
      · obtain ⟨j, h1, h2, h3⟩ := exists_partner hst.symm ht hs
        exact ⟨j, h1, h3, h2⟩
      · exact exists_partner hst hs ht
      · exact absurd (hs.trans ht.symm) hi
    have hr : G.Reachable i j := SimpleGraph.ConnectedComponent.eq.1 hj.symm
    -- swapping `i` and `j` removes disagreements with `t`
    have hsub : (univ.filter fun x => (s ∘ Equiv.swap i j) x ≠ t x) ⊆
        univ.filter fun x => s x ≠ t x := by
      intro x hx
      simp only [mem_filter, mem_univ, true_and, Function.comp_apply] at hx ⊢
      by_cases hxi : x = i
      · rw [hxi]
        exact hi
      · by_cases hxj : x = j
        · rw [hxj, hsj, htj]
          exact hi.symm
        · rwa [Equiv.swap_apply_of_ne_of_ne hxi hxj] at hx
    have hlt := Finset.card_lt_card ((Finset.ssubset_iff_of_subset hsub).2
      ⟨i, by simp [hi], by simp [hsj]⟩)
    rw [hn] at hlt
    exact (congrFun (h i j hr) s).symm.trans
      (ih _ hlt (s ∘ Equiv.swap i j) rfl ((ups_swap hr s).trans hst))

/-- For nonnegative couplings, `H ψ = 0` exactly when the amplitude of a configuration depends
only on its numbers of up spins in the components of the bond graph. -/
theorem zero_energy_iff_ups {J : Fin N → Fin N → ℝ} (hJ : ∀ i j, i < j → 0 ≤ J i j)
    (ψ : State N) : hamiltonian J ψ = 0 ↔
      ∀ s t, ups (bondGraph J) s = ups (bondGraph J) t → ψ s = ψ t := by
  rw [zero_energy_iff_bonds hJ]
  constructor
  · intro h s t hst
    exact eq_of_ups_eq (fun i j hij => swap_of_reachable h hij) t _ s rfl hst
  · intro h i j hij
    funext s
    exact h _ _ (ups_swap hij.reachable s)

/-- For nonnegative couplings `H` is positive semidefinite, and its kernel has dimension
`∏ (N_c + 1)`, where `N_c` are the sizes of the components of the bond graph. -/
theorem ferromagnet_kernel {J : Fin N → Fin N → ℝ} (hJ : ∀ i j, i < j → 0 ≤ J i j) :
    (∀ ψ : State N, 0 ≤ star ψ ⬝ᵥ hamiltonian J ψ) ∧
      Module.finrank ℂ (LinearMap.ker (hamiltonian J)) =
        ∏ c : (bondGraph J).ConnectedComponent, (size (bondGraph J) c + 1) := by
  constructor
  · intro ψ
    rw [energy_eq]
    exact Complex.zero_le_real.2 (Finset.sum_nonneg fun p hp =>
      mul_nonneg (hJ _ _ (mem_filter.1 hp).2) (by positivity))
  have hle : ∀ s c, ups (bondGraph J) s c < size (bondGraph J) c + 1 := fun s c =>
    Nat.lt_succ_of_le (Finset.card_le_card fun x hx => by
      simp only [mem_filter, mem_univ, true_and] at hx ⊢
      exact hx.1)
  let f : (Fin N → Bool) → ∀ c : (bondGraph J).ConnectedComponent,
    Fin (size (bondGraph J) c + 1) := fun s c => ⟨ups (bondGraph J) s c, hle s c⟩
  -- the up-spin numbers of the components can be prescribed independently
  have hf : Function.Surjective f := by
    intro m
    choose A hA hcard using fun c =>
      Finset.exists_subset_card_eq (Nat.le_of_lt_succ (m c).isLt)
    refine ⟨fun i => decide (i ∈ A ((bondGraph J).connectedComponentMk i)), ?_⟩
    funext c
    apply Fin.ext
    suffices hcount : ups (bondGraph J)
        (fun i => decide (i ∈ A ((bondGraph J).connectedComponentMk i))) c = (A c).card from
      hcount.trans (hcard c)
    unfold ups
    refine congrArg Finset.card ?_
    ext x
    simp only [mem_filter, mem_univ, true_and, decide_eq_true_eq]
    constructor
    · rintro ⟨h1, h2⟩
      rwa [h1] at h2
    · intro hx
      have h1 := (mem_filter.1 (hA c hx)).2
      exact ⟨h1, by rwa [h1]⟩
  have hker : LinearMap.ker (hamiltonian J) = LinearMap.range (LinearMap.funLeft ℂ ℂ f) := by
    ext ψ
    rw [LinearMap.mem_ker, zero_energy_iff_ups hJ, LinearMap.mem_range]
    constructor
    · intro h
      refine ⟨fun m => ψ (Function.surjInv hf m), ?_⟩
      funext s
      refine h _ _ ?_
      funext c
      exact congrArg Fin.val (congrFun (Function.surjInv_eq hf (f s)) c)
    · rintro ⟨χ, rfl⟩ s t hst
      exact congrArg χ (funext fun c => Fin.ext (congrFun hst c))
  rw [hker, LinearMap.finrank_range_of_inj (LinearMap.funLeft_injective_of_surjective ℂ ℂ f hf),
    Module.finrank_fintype_fun_eq_card, Fintype.card_pi]
  simp only [Fintype.card_fin]

/-- For nonnegative couplings with a disconnected bond graph, the kernel of `H` has dimension
strictly greater than `N + 1`. -/
theorem kernel_large_of_disconnected {J : Fin N → Fin N → ℝ}
    (hJ : ∀ i j, i < j → 0 ≤ J i j) (hG : ¬ (bondGraph J).Preconnected) :
    N + 1 < Module.finrank ℂ (LinearMap.ker (hamiltonian J)) := by
  rw [(ferromagnet_kernel hJ).2]
  by_contra hle
  apply hG
  intro u v
  by_contra huv
  have hsum : N = ∑ c, size (bondGraph J) c := by
    have h := Finset.card_eq_sum_card_fiberwise (f := (bondGraph J).connectedComponentMk)
      (s := univ) (t := univ) (fun _ _ => by simp)
    rw [Finset.card_univ, Fintype.card_fin] at h
    exact h
  have hpos : ∀ x, 0 < size (bondGraph J) ((bondGraph J).connectedComponentMk x) :=
    fun x => Finset.card_pos.2 ⟨x, by simp⟩
  have hprod : ∀ S : Finset (bondGraph J).ConnectedComponent,
      1 + ∑ c ∈ S, size (bondGraph J) c ≤ ∏ c ∈ S, (size (bondGraph J) c + 1) := by
    intro S
    induction S using Finset.induction_on with
    | empty => simp
    | insert a S ha ih =>
      rw [Finset.sum_insert ha, Finset.prod_insert ha]
      nlinarith [Nat.zero_le (size (bondGraph J) a * ∑ c ∈ S, size (bondGraph J) c),
        Nat.mul_le_mul_left (size (bondGraph J) a + 1) ih]
  -- split off the component of `u`; the component of `v` remains in the rest
  have hne : (bondGraph J).connectedComponentMk v ≠ (bondGraph J).connectedComponentMk u :=
    fun h => huv (SimpleGraph.ConnectedComponent.eq.1 h.symm)
  have hrest := (hpos v).trans_le (Finset.single_le_sum
    (f := size (bondGraph J)) (fun _ _ => Nat.zero_le _)
    (Finset.mem_erase.2 ⟨hne, mem_univ _⟩))
  have h1 := Finset.add_sum_erase univ (size (bondGraph J))
    (mem_univ ((bondGraph J).connectedComponentMk u))
  have h2 := Finset.mul_prod_erase univ (fun c => size (bondGraph J) c + 1)
    (mem_univ ((bondGraph J).connectedComponentMk u))
  have h3 := Nat.mul_le_mul_left
    (size (bondGraph J) ((bondGraph J).connectedComponentMk u) + 1)
    (hprod (univ.erase ((bondGraph J).connectedComponentMk u)))
  have h4 := Nat.mul_pos (hpos u) hrest
  apply hle
  rw [← h2]
  refine lt_of_lt_of_le ?_ h3
  nlinarith [h1, h4, hsum]

end

end FerromagnetComponents
```

```lean
#print axioms FerromagnetComponents.ferromagnet_kernel
-- 'FerromagnetComponents.ferromagnet_kernel' depends on axioms: [propext, Classical.choice, Quot.sound]
#print axioms FerromagnetComponents.kernel_large_of_disconnected
-- 'FerromagnetComponents.kernel_large_of_disconnected' depends on axioms: [propext, Classical.choice, Quot.sound]
```

## From bond energies to the dimension

`bond_energy` obtains the factor ½ by relabelling configurations with the swap and adding the two forms of the sum; `energy_eq` sums over pairs. `zero_energy_iff_bonds` then uses that a vanishing sum of nonnegative terms vanishes term by term.

`swap_of_reachable` is the path argument, by induction on a walk, with the conjugation in its `calc` block. `ups_swap` shows that swaps within a component preserve the counts. `exists_partner` finds $j$ by contradiction: otherwise the up sites of `t` in the component would be a subset of those of `s` with equal size, hence the same set, yet $i$ is in only one. `eq_of_ups_eq` repeats the swap by strong induction on the number of disagreements, and `zero_energy_iff_ups` combines these results.

In `ferromagnet_kernel`, the map `f` sends a configuration to its counts. It is surjective because a subset of any allowed size can be chosen in each component. The kernel is thus an injective image of the functions on count vectors, whose dimension is the product. The last theorem proves the product bound by induction over sets of components, then splits off the component of `u`; `nlinarith` finishes the inequality with $ab>0$.
